# A real wave function times a gauge phase carries no current in the matching potential

Let $\varphi$ and $g$ be differentiable real functions on the line, and let $\psi=e^{-ig}\varphi$ be the wave function of a particle without spin, in units with $\hbar=m=1$ and with kinetic momentum $p+A$ in a vector potential $A$. The paramagnetic current of $\psi$ is

$$\operatorname{Im}(\bar\psi\,\psi')=-g'\varphi^2 .$$

In the vector potential $A=g'$ the diamagnetic current is $g'|\psi|^2=g'\varphi^2$, so the physical current, their sum, is zero at every point. The phase and the potential belong together: in another potential $A$ the current of $\psi$ is $(A-g')\varphi^2$, which is nonzero wherever $A\ne g'$ and $\varphi\ne0$. Likewise the real function $\varphi$ itself, without the phase, has the current $g'\varphi^2$ in the potential $g'$.

The Lean file proves this in any number of dimensions, together with a converse for wave functions without zeros. For a single particle in a pure-gauge potential, the result means that a nonzero paramagnetic current is not by itself a sign of flow, which matters when a program prints the two parts of the current separately.

## Space, currents and units

```lean
import Mathlib

open ComplexConjugate

namespace GaugeCurrent

noncomputable section

variable {E : Type*} [NormedAddCommGroup E] [NormedSpace ℝ E]
```

The first line loads the library Mathlib. The last one lets `E` be any real normed vector space, such as the line or three-dimensional space. The wave function lives on the whole of `E`. A ring or a punctured plane, where a curl-free potential need not be a gradient, is not covered.

```lean
/-- The paramagnetic current `Im (conj ψ ∂ᵥψ)` at the point `x` along the direction `v`. -/
def paraCurrent (ψ : E → ℂ) (x v : E) : ℝ :=
  (conj (ψ x) * fderiv ℝ ψ x v).im
```

A definition in Lean lists its inputs with their types, then the type of the result, then the formula. Here `ψ : E → ℂ` is a complex wave function, `x` a point and `v` a direction. The expression `fderiv ℝ ψ x` is the derivative of $\psi$ at $x$, a linear map, and applying it to `v` gives the directional derivative $\partial_v\psi(x)$. The definition therefore reads

$$j^{\rm para}_v(x)=\operatorname{Im}\big(\overline{\psi(x)}\,\partial_v\psi(x)\big).$$

On the line, $v=1$ gives $\operatorname{Im}(\bar\psi\psi')$.

```lean
/-- The diamagnetic current: the component of the vector potential `A` along `v` times the
density. -/
def diaCurrent (A : E → E →L[ℝ] ℝ) (ψ : E → ℂ) (x v : E) : ℝ :=
  A x v * Complex.normSq (ψ x)
```

The type `E → E →L[ℝ] ℝ` says that `A` assigns to each point a continuous linear map from directions to real numbers. In three dimensions this map is $v\mapsto \mathbf A(x)\cdot v$. `Complex.normSq` is the squared modulus, so the diamagnetic current is $A_v(x)\,|\psi(x)|^2$.

```lean
/-- The physical current, the sum of the paramagnetic and diamagnetic currents. -/
def physCurrent (A : E → E →L[ℝ] ℝ) (ψ : E → ℂ) (x v : E) : ℝ :=
  paraCurrent ψ x v + diaCurrent A ψ x v
```

The physical current is the sum. The plus sign fixes the convention: the kinetic momentum is $p+A$, as for an electron of charge $-1$ with $\hbar=m=1$. The current is that of probability for a particle without spin; the spin term in the current of an electron is left out. Wave functions are not assumed normalised; for a normalisable one, dividing the current by $\int|\psi|^2$ gives the normalised value.

```lean
/-- The gauge-transformed wave function `exp(-i g) ψ`. -/
def gauge (g : E → ℝ) (ψ : E → ℂ) : E → ℂ :=
  fun x => Complex.exp (-(Complex.I * (g x : ℂ))) * ψ x
```

This is the map $\psi\mapsto e^{-ig}\psi$. The gauge function $g$ is real and does not depend on time. The notation `(g x : ℂ)` means the real number $g(x)$ regarded as a complex one.

## How a phase factor changes the current

```lean
/-- The derivative of `exp(-i g) ψ` along `v` is `exp(-i g) (∂ᵥψ - i (∂ᵥg) ψ)`. -/
theorem fderiv_gauge {g : E → ℝ} {ψ : E → ℂ} {x : E} (hg : DifferentiableAt ℝ g x)
    (hψ : DifferentiableAt ℝ ψ x) (v : E) :
    fderiv ℝ (gauge g ψ) x v = Complex.exp (-(Complex.I * (g x : ℂ))) *
      (fderiv ℝ ψ x v - Complex.I * (fderiv ℝ g x v : ℂ) * ψ x) := by
  have h0 : HasFDerivAt (fun y => (g y : ℂ)) (Complex.ofRealCLM.comp (fderiv ℝ g x)) x :=
    Complex.ofRealCLM.hasFDerivAt.comp x hg.hasFDerivAt
  have h1 := ((h0.const_mul Complex.I).fun_neg).cexp
  have h2 : fderiv ℝ (gauge g ψ) x = _ := (h1.mul hψ.hasFDerivAt).fderiv
  rw [h2]
  simp
  ring
```

A theorem has the same layout as a definition: hypotheses in brackets, the claim after the colon, the proof after `:= by`. The hypotheses `hg` and `hψ` say that $g$ and $\psi$ are differentiable at the point $x$. The claim is the product rule together with the chain rule:

$$\partial_v(e^{-ig}\psi)=-i(\partial_v g)e^{-ig}\psi+e^{-ig}\partial_v\psi
=e^{-ig}\big(\partial_v\psi-i(\partial_v g)\psi\big).$$

In the proof, `h0` differentiates $g$ as a complex-valued function, `h1` differentiates the exponential, and `h1.mul` applies the product rule. The closing `ring` rearranges the terms.

```lean
omit [NormedAddCommGroup E] [NormedSpace ℝ E] in
/-- A gauge transformation leaves the density unchanged. -/
theorem normSq_gauge (g : E → ℝ) (ψ : E → ℂ) (x : E) :
    Complex.normSq (gauge g ψ x) = Complex.normSq (ψ x) := by
  have h : Complex.normSq (Complex.exp (-(Complex.I * (g x : ℂ)))) = 1 := by
    rw [Complex.normSq_eq_norm_sq, Complex.norm_exp]
    simp
  rw [gauge, Complex.normSq_mul, h, one_mul]
```

The density is unchanged: $|e^{-ig}\psi|^2=|e^{-ig}|^2|\psi|^2=|\psi|^2$. The step `h` shows that the phase factor has squared modulus one, because its exponent $-ig$ has real part zero.

```lean
/-- A gauge transformation shifts the paramagnetic current by `-(∂ᵥg) |ψ|²`. -/
theorem paraCurrent_gauge {g : E → ℝ} {ψ : E → ℂ} {x : E} (hg : DifferentiableAt ℝ g x)
    (hψ : DifferentiableAt ℝ ψ x) (v : E) :
    paraCurrent (gauge g ψ) x v =
      paraCurrent ψ x v - fderiv ℝ g x v * Complex.normSq (ψ x) := by
  -- the phase factor has modulus one
  have he : conj (Complex.exp (-(Complex.I * (g x : ℂ)))) *
      Complex.exp (-(Complex.I * (g x : ℂ))) = 1 := by
    rw [← Complex.normSq_eq_conj_mul_self, Complex.normSq_eq_norm_sq, Complex.norm_exp]
    simp
  have hn := Complex.normSq_eq_conj_mul_self (z := ψ x)
  have key : conj (gauge g ψ x) * fderiv ℝ (gauge g ψ) x v =
      conj (ψ x) * fderiv ℝ ψ x v -
        ((fderiv ℝ g x v * Complex.normSq (ψ x) : ℝ) : ℂ) * Complex.I := by
    rw [fderiv_gauge hg hψ, gauge, map_mul, Complex.ofReal_mul, hn]
    linear_combination (conj (ψ x) *
      (fderiv ℝ ψ x v - Complex.I * (fderiv ℝ g x v : ℂ) * ψ x)) * he
  rw [paraCurrent, key, Complex.sub_im, Complex.im_ofReal_mul, Complex.I_im, mul_one,
    paraCurrent]
```

As before, $g$ and $\psi$ are assumed differentiable at $x$. By hand, insert the derivative just found. The phase and its conjugate multiply to one, so

$$\overline{e^{-ig}\psi}\;\partial_v(e^{-ig}\psi)
=\bar\psi\big(\partial_v\psi-i(\partial_v g)\psi\big)
=\bar\psi\,\partial_v\psi-i(\partial_v g)|\psi|^2 .$$

The imaginary part of the right-hand side is $j^{\rm para}_v-(\partial_v g)|\psi|^2$, where $j^{\rm para}_v$ belongs to the original $\psi$.

In Lean, `he` is the statement that the phase and its conjugate multiply to one, and `key` is the displayed equation. The tactic `linear_combination` proves an equation by checking that it is a stated multiple of a known one, here `he`. The last `rw` takes imaginary parts.

```lean
/-- The physical current is unchanged when `ψ` becomes `exp(-i g) ψ` and the vector potential
`A` becomes `A + ∇g`. -/
theorem physCurrent_gauge_invariant (A : E → E →L[ℝ] ℝ) {g : E → ℝ} {ψ : E → ℂ} {x : E}
    (hg : DifferentiableAt ℝ g x) (hψ : DifferentiableAt ℝ ψ x) (v : E) :
    physCurrent (fun y => A y + fderiv ℝ g y) (gauge g ψ) x v = physCurrent A ψ x v := by
  simp only [physCurrent, diaCurrent, paraCurrent_gauge hg hψ, normSq_gauge,
    add_apply]
  ring
```

This holds at every point where the complex function $\psi$ and the real function $g$ are differentiable, and for every potential $A$, including one with a magnetic field. The potential changes to $A+\nabla g$, so the new physical current is

$$j^{\rm para}_v-(\partial_v g)|\psi|^2+(A_v+\partial_v g)|\psi|^2=j^{\rm para}_v+A_v|\psi|^2 .$$

The `simp only` line inserts the two preceding theorems, and `ring` cancels the terms in $\partial_v g$.

## The real state

```lean
/-- For a real function `φ`, the state `exp(-i g) φ` has paramagnetic current `-(∂ᵥg) φ²`, and
its physical current in the vector potential `∇g` is zero. -/
theorem real_state_no_current {φ g : E → ℝ} {x : E} (hφ : DifferentiableAt ℝ φ x)
    (hg : DifferentiableAt ℝ g x) (v : E) :
    paraCurrent (gauge g (fun y => (φ y : ℂ))) x v = -(fderiv ℝ g x v) * φ x ^ 2 ∧
      physCurrent (fderiv ℝ g) (gauge g (fun y => (φ y : ℂ))) x v = 0 := by
  have h0 : HasFDerivAt (fun y => (φ y : ℂ)) (Complex.ofRealCLM.comp (fderiv ℝ φ x)) x :=
    Complex.ofRealCLM.hasFDerivAt.comp x hφ.hasFDerivAt
  -- before the gauge change there is no paramagnetic current
  have hreal : paraCurrent (fun y => (φ y : ℂ)) x v = 0 := by
    rw [paraCurrent, h0.fderiv]
    simp
  have hp := paraCurrent_gauge hg h0.differentiableAt v
  rw [hreal, Complex.normSq_ofReal] at hp
  refine ⟨by rw [hp]; ring, ?_⟩
  rw [physCurrent, diaCurrent, hp, normSq_gauge, Complex.normSq_ofReal]
  ring
```

The sign `∧` means "and": the theorem makes both claims of the opening, at any point $x$ where $\varphi$ and $g$ are differentiable and along any direction $v$. The potential is `fderiv ℝ g`, which is $\nabla g$.

By hand, a real $\varphi$ has a real derivative, so $\varphi\,\partial_v\varphi$ is real and its imaginary part vanishes. That is `hreal`. The shift formula then gives

$$j^{\rm para}_v[e^{-ig}\varphi]=0-(\partial_v g)\varphi^2,$$

which is `hp`. Adding the diamagnetic current $(\partial_v g)\varphi^2$ gives zero. The two remaining steps of the proof establish the two claims in this order.

For a numerical instance, take the normalised Gaussian $\varphi(x)=\pi^{-1/4}e^{-x^2/2}$ and $g(x)=3x$, at $x=1$. There $\varphi'=-\varphi$ and $g'=3$, so

$$\bar\psi\psi'=\varphi(\varphi'-3i\varphi)=\varphi^2(-1-3i),\qquad \varphi(1)^2=\frac{e^{-1}}{\sqrt\pi}\approx0.2076 .$$

The paramagnetic current is $-3\varphi^2\approx-0.623$, the diamagnetic current is $+0.623$, and their sum is zero.

In the limiting case of a constant $g$, the potential $\nabla g$ vanishes and the state is a real function times a fixed phase. Both parts of the current are then zero separately.

## From zero current back to a real function

```lean
/-- If a differentiable, nowhere vanishing wave function has no paramagnetic current, its values at
any two points have a real relative phase factor. -/
theorem relative_phase_real {χ : E → ℂ} (hχ : Differentiable ℝ χ) (hne : ∀ x, χ x ≠ 0)
    (hJ : ∀ x v, paraCurrent χ x v = 0) (x y : E) : (conj (χ y) * χ x).im = 0 := by
  have hcne : ∀ z, conj (χ z) ≠ 0 := fun z => (map_ne_zero _).mpr (hne z)
  -- along the segment from y to x the ratio χ / conj χ is stationary
  have hd : ∀ t : ℝ, HasDerivAt
      (fun s : ℝ => χ (y + s • (x - y)) / conj (χ (y + s • (x - y)))) 0 t := by
    intro t
    have hγ : HasDerivAt (fun s : ℝ => y + s • (x - y)) (x - y) t := by
      simpa using ((hasDerivAt_id' t).smul_const (x - y)).const_add y
    have hf : HasDerivAt (fun s : ℝ => χ (y + s • (x - y)))
        (fderiv ℝ χ (y + t • (x - y)) (x - y)) t :=
      (hχ (y + t • (x - y))).hasFDerivAt.comp_hasDerivAt t hγ
    have hc : HasDerivAt (fun s : ℝ => conj (χ (y + s • (x - y))))
        (conj (fderiv ℝ χ (y + t • (x - y)) (x - y))) t :=
      (Complex.conjCLE : ℂ →L[ℝ] ℂ).hasFDerivAt.comp_hasDerivAt t hf
    refine (hf.fun_div hc (hcne _)).congr_deriv ?_
    have hz := Complex.conj_eq_iff_im.mpr (hJ (y + t • (x - y)) (x - y))
    rw [map_mul, Complex.conj_conj] at hz
    rw [div_eq_zero_iff]
    left
    linear_combination -hz
  have h := is_const_of_deriv_eq_zero (fun t => (hd t).differentiableAt)
    (fun t => (hd t).deriv) 1 0
  simp only [one_smul, zero_smul, add_zero, add_sub_cancel] at h
  rw [div_eq_div_iff (hcne x) (hcne y)] at h
  apply Complex.conj_eq_iff_im.mp
  rw [map_mul, Complex.conj_conj]
  linear_combination -h
```

Here $\chi$ is differentiable everywhere, has no zeros, and has zero paramagnetic current at all points and in all directions. The claim is that $\overline{\chi(y)}\,\chi(x)$ is real for any two points $x$ and $y$, so their phase factors agree up to a sign.

By hand, follow $\chi$ along the segment $y+t(x-y)$ and let a dot denote the derivative in $t$. Zero current means that $\bar\chi\dot\chi$ is real, so $\bar\chi\dot\chi=\chi\dot{\bar\chi}$. Therefore

$$\frac{d}{dt}\frac{\chi}{\bar\chi}=\frac{\dot\chi\bar\chi-\chi\dot{\bar\chi}}{\bar\chi^2}=0 .$$

The ratio has the same value at $t=1$ and $t=0$:

$$\frac{\chi(x)}{\overline{\chi(x)}}=\frac{\chi(y)}{\overline{\chi(y)}},
\qquad\text{so}\qquad \overline{\chi(y)}\,\chi(x)=\chi(y)\,\overline{\chi(x)} .$$

The left side of the last equation equals its own conjugate and is real. If $\chi=|\chi|e^{i\theta}$, the ratio is $e^{2i\theta}$, so the argument follows the phase without having to choose a continuous $\theta$.

In the proof, `hγ` differentiates the segment, `hf` and `hc` differentiate $\chi$ and $\bar\chi$ along it, and `hz` is the equation $\bar\chi\dot\chi=\chi\dot{\bar\chi}$ with its sides exchanged. Together they give `hd`, the vanishing derivative. The theorem `is_const_of_deriv_eq_zero` then compares $t=1$ with $t=0$.

```lean
/-- Converse, for differentiable `g`: a differentiable, nowhere vanishing state without physical
current in the vector potential `∇g` is `exp(-i g)` times a constant phase times a real
differentiable function. -/
theorem real_of_no_current {ψ : E → ℂ} {g : E → ℝ} (hψ : Differentiable ℝ ψ)
    (hg : Differentiable ℝ g) (hne : ∀ x, ψ x ≠ 0)
    (hJ : ∀ x v, physCurrent (fderiv ℝ g) ψ x v = 0) :
    ∃ (c : ℂ) (φ : E → ℝ), ‖c‖ = 1 ∧ Differentiable ℝ φ ∧
      ψ = gauge g (fun x => c * (φ x : ℂ)) := by
  -- undo the gauge transformation
  obtain ⟨χ, hχdef⟩ : ∃ χ, χ = gauge (fun y => -g y) ψ := ⟨_, rfl⟩
  have hχ : Differentiable ℝ χ := by
    rw [hχdef]
    have h1 : Differentiable ℝ (fun y => ((-g y : ℝ) : ℂ)) :=
      Complex.ofRealCLM.differentiable.comp hg.neg
    exact ((h1.const_mul Complex.I).neg.cexp).mul hψ
  have hχne : ∀ x, χ x ≠ 0 := fun x => by
    rw [hχdef]
    exact mul_ne_zero (Complex.exp_ne_zero _) (hne x)
  have hχJ : ∀ x v, paraCurrent χ x v = 0 := fun x v => by
    have hn : fderiv ℝ (fun y => -g y) x = -fderiv ℝ g x := (hg x).hasFDerivAt.neg.fderiv
    have hnv : fderiv ℝ (fun y => -g y) x v = -(fderiv ℝ g x v) := by
      rw [hn]
      rfl
    have h := hJ x v
    rw [physCurrent, diaCurrent] at h
    rw [hχdef, paraCurrent_gauge (g := fun y => -g y) (hg x).neg (hψ x) v, hnv]
    linarith
  have hN : (‖χ 0‖ : ℂ) ≠ 0 := by
    exact_mod_cast norm_ne_zero_iff.mpr (hχne 0)
  refine ⟨χ 0 / (‖χ 0‖ : ℂ), fun x => (conj (χ 0) * χ x).re / ‖χ 0‖, ?_, ?_, ?_⟩
  · rw [norm_div, Complex.norm_real, norm_norm]
    exact div_self (norm_ne_zero_iff.mpr (hχne 0))
  · have hre : Differentiable ℝ (fun x => (conj (χ 0) * χ x).re) :=
      Complex.reCLM.differentiable.comp (hχ.const_mul (conj (χ 0)))
    simp only [div_eq_mul_inv]
    exact hre.mul_const _
  · funext x
    have hr : (((conj (χ 0) * χ x).re : ℝ) : ℂ) = conj (χ 0) * χ x :=
      Complex.ext (by simp) (by rw [Complex.ofReal_im, relative_phase_real hχ hχne hχJ x 0])
    have hs : χ 0 * conj (χ 0) = (‖χ 0‖ : ℂ) ^ 2 := by
      rw [Complex.mul_conj, Complex.normSq_eq_norm_sq, Complex.ofReal_pow]
    have hx : χ 0 / (‖χ 0‖ : ℂ) * (((conj (χ 0) * χ x).re / ‖χ 0‖ : ℝ) : ℂ) = χ x := by
      rw [Complex.ofReal_div, hr, div_mul_div_comm, div_eq_iff (mul_ne_zero hN hN)]
      linear_combination χ x * hs
    simp only [gauge]
    rw [hx, hχdef, gauge, ← mul_assoc, ← Complex.exp_add]
    simp

end

end GaugeCurrent
```

The symbol `∃` means "there exist". If a differentiable $\psi$ without zeros carries no physical current in the potential $\nabla g$, with $g$ differentiable everywhere, then there are a constant $c$ with $|c|=1$ and a differentiable real $\varphi$ such that

$$\psi=e^{-ig}c\,\varphi .$$

By hand, first undo the gauge by setting $\chi=e^{ig}\psi$. The shift formula with $-g$ in place of $g$ gives

$$j^{\rm para}_v[\chi]=j^{\rm para}_v[\psi]+(\partial_v g)|\psi|^2=0,$$

because the middle expression is the physical current of $\psi$. This is `hχJ`. Now define

$$c=\frac{\chi(0)}{|\chi(0)|},\qquad
\varphi(x)=\frac{\operatorname{Re}\big(\overline{\chi(0)}\,\chi(x)\big)}{|\chi(0)|} .$$

The preceding theorem, with $y=0$, says that $\overline{\chi(0)}\,\chi(x)$ is real, so taking the real part changes nothing (`hr`). Hence

$$c\,\varphi(x)=\frac{\chi(0)\,\overline{\chi(0)}\,\chi(x)}{|\chi(0)|^2}=\chi(x),$$

which is `hx`. Multiplying by $e^{-ig}$ returns $\psi$. The `refine` line supplies $c$ and $\varphi$, and the three bullets prove that $|c|=1$, that $\varphi$ is differentiable, and that the formula for $\psi$ holds.

The assumption that $\psi$ has no zeros restricts the converse to nodeless states, and it does real work. On the line with $g=0$, the function equal to $x^2e^{-x^2}$ for $x\ge0$ and to $ix^2e^{-x^2}$ for $x<0$ is differentiable, normalisable and carries no current, yet no single constant phase makes it real. The direct theorem has no such restriction: there $\varphi$ may have nodes.

```lean
#print axioms GaugeCurrent.physCurrent_gauge_invariant
#print axioms GaugeCurrent.real_state_no_current
#print axioms GaugeCurrent.real_of_no_current
```

```
'GaugeCurrent.physCurrent_gauge_invariant' depends on axioms: [propext, Classical.choice, Quot.sound]
'GaugeCurrent.real_state_no_current' depends on axioms: [propext, Classical.choice, Quot.sound]
'GaugeCurrent.real_of_no_current' depends on axioms: [propext, Classical.choice, Quot.sound]
```
